# Each explicit Euler slice with the same Hermitian H multiplies the intensity of a unit wave u by at least 1 + e²‖Hu‖²

A beam propagated by linearized slices can gain intensity that no source supplies. Without a lower bound on this gain, one might take the surplus for signal, or expect it to average out over many slices. For Hermitian H, real e and ‖u‖ = 1, the bound is

‖(1 + ieH)ⁿu‖² ≥ (1 + e²‖Hu‖²)ⁿ.

It applies to explicit Euler slices for linear, lossless propagation with one fixed H. If e‖Hu‖ = 0.1, a thousand slices raise the intensity more than 20 000-fold.

## The same H in every slice

In a paraxial calculation by the explicit Euler scheme, one of several schemes available, ψ is stored on a transverse grid. The program applies the discretized Laplacian and the potential to get Hψ, multiplies by ie, and adds the result to ψ. Here e is the slice thickness in units matching H.

In Lean 4 with Mathlib:

```lean
import Mathlib

open Matrix Filter
open scoped InnerProductSpace ComplexConjugate

namespace ExplicitBeamPropagation

noncomputable section

variable {E : Type*} [NormedAddCommGroup E] [InnerProductSpace ℂ E]

/-- The linearized propagator `1 + i e H` of one slice of thickness parameter `e`. -/
def eulerSlice (H : E →ₗ[ℂ] E) (e : ℝ) : Module.End ℂ E :=
  1 + (Complex.I * (e : ℂ)) • H

/-- One slice sends the wave `ψ` to `ψ + i e H ψ`. -/
theorem eulerSlice_apply (H : E →ₗ[ℂ] E) (e : ℝ) (ψ : E) :
    eulerSlice H e ψ = ψ + (Complex.I * (e : ℂ)) • H ψ := rfl
```

`E` is a complex inner product space of any dimension, and `H` is a linear map defined on all of it. Write A for `eulerSlice H e`; its power `^ n` means n identical slices. If H changes between slices, the bound can fail: a second slice with H = 0 adds no intensity.

## H symmetric and e real: no physical gain or loss

Symmetry, `H.IsSymmetric`, means ⟨Hx, y⟩ = ⟨x, Hy⟩, which describes a medium without absorption. Expanding the square gives

‖Aψ‖² = ‖ψ‖² + 2 Re(ie⟨ψ, Hψ⟩) + e²‖Hψ‖².

By symmetry ⟨ψ, Hψ⟩ is real, so for real e the middle term vanishes. In the proof, `him` and `hre` record these two facts.

```lean
/-- Intensity balance of one slice: for symmetric `H`, the squared norm of the wave `ψ`
grows by exactly `e² ‖Hψ‖²`. -/
theorem slice_intensity {H : E →ₗ[ℂ] E} (hH : H.IsSymmetric) (e : ℝ) (ψ : E) :
    ‖eulerSlice H e ψ‖ ^ 2 = ‖ψ‖ ^ 2 + e ^ 2 * ‖H ψ‖ ^ 2 := by
  -- the expectation value of `H` is real, so the cross term vanishes
  have hconj : conj (⟪ψ, H ψ⟫_ℂ) = ⟪ψ, H ψ⟫_ℂ := by
    rw [inner_conj_symm]
    exact hH ψ ψ
  have him : (⟪ψ, H ψ⟫_ℂ).im = 0 := Complex.conj_eq_iff_im.mp hconj
  have hre : RCLike.re (Complex.I * (e : ℂ) * ⟪ψ, H ψ⟫_ℂ) = 0 := by
    change (Complex.I * (e : ℂ) * ⟪ψ, H ψ⟫_ℂ).re = 0
    simp [Complex.mul_re, him]
  have hn : ‖Complex.I * (e : ℂ)‖ ^ 2 = e ^ 2 := by simp
  rw [eulerSlice_apply, norm_add_sq (𝕜 := ℂ), inner_smul_right, norm_smul, hre, mul_pow, hn]
  ring
```

Symmetry is used again for the adjoint. With B = 1 − ieH, ⟨Ax, y⟩ = ⟨x, By⟩ (`hadj`). The balance depends only on e², so ‖Bx‖ = ‖Ax‖ (`hnorm`). Cauchy–Schwarz then gives

‖Aψ‖² = ⟨ψ, BAψ⟩ ≤ ‖ψ‖ ‖BAψ‖ = ‖ψ‖ ‖A²ψ‖.

```lean
/-- For symmetric `H`, the norm after one slice is at most the geometric mean of the norms
before it and after two slices. -/
theorem slice_log_convex {H : E →ₗ[ℂ] E} (hH : H.IsSymmetric) (e : ℝ) (ψ : E) :
    ‖eulerSlice H e ψ‖ ^ 2 ≤ ‖ψ‖ * ‖eulerSlice H e (eulerSlice H e ψ)‖ := by
  -- the adjoint of a slice is the slice with the opposite step
  have hadj : ∀ x y : E, ⟪eulerSlice H e x, y⟫_ℂ = ⟪x, eulerSlice H (-e) y⟫_ℂ := by
    intro x y
    have hc : conj (Complex.I * (e : ℂ)) = Complex.I * ((-e : ℝ) : ℂ) := by simp
    rw [eulerSlice_apply, eulerSlice_apply, inner_add_left, inner_add_right,
      inner_smul_left, inner_smul_right, hH x y, hc]
  -- both slices amplify a wave equally
  have hnorm : ∀ x : E, ‖eulerSlice H (-e) x‖ = ‖eulerSlice H e x‖ := by
    intro x
    have h : ‖eulerSlice H (-e) x‖ ^ 2 = ‖eulerSlice H e x‖ ^ 2 := by
      rw [slice_intensity hH, slice_intensity hH, neg_sq]
    exact (sq_eq_sq₀ (norm_nonneg _) (norm_nonneg _)).mp h
  calc ‖eulerSlice H e ψ‖ ^ 2
      = ‖⟪eulerSlice H e ψ, eulerSlice H e ψ⟫_ℂ‖ := by
        rw [inner_self_eq_norm_sq_to_K]; simp
    _ = ‖⟪ψ, eulerSlice H (-e) (eulerSlice H e ψ)⟫_ℂ‖ := by rw [hadj]
    _ ≤ ‖ψ‖ * ‖eulerSlice H (-e) (eulerSlice H e ψ)‖ := norm_inner_le_norm _ _
    _ = ‖ψ‖ * ‖eulerSlice H e (eulerSlice H e ψ)‖ := by rw [hnorm]
```

For the intensity balance and the lower bound on growth, normality of H alone is not enough: H = i·1 with e = 1/2 gives A = 1/2, and the wave decays. The choice H = 1, e = i/2 gives the same A, so e can't be an arbitrary complex number either.

The same balance treats the implicit slice. If (1 − ieH)φ = ψ, then ‖ψ‖² = ‖φ‖² + e²‖Hφ‖², so the new wave φ is never more intense than ψ.

## ‖u‖ = 1: incident intensity set to one

Let aₙ = ‖Aⁿu‖, so a₀ = 1. The balance keeps every aₙ positive (`hpos`). The claim is a₁aₙ ≤ aₙ₊₁, with equality at n = 0. If it holds for n, then

aₙ(a₁aₙ₊₁) ≤ aₙ₊₁² ≤ aₙaₙ₊₂,

and cancelling aₙ gives the next case. `nlinarith` combines the inequalities; `le_of_mul_le_mul_left` cancels.

```lean
/-- For symmetric `H` and a unit incident wave `u`, every slice amplifies the norm at least
as much as the first slice does. -/
theorem gain_ge_first {H : E →ₗ[ℂ] E} (hH : H.IsSymmetric) (e : ℝ) {u : E}
    (hu : ‖u‖ = 1) (n : ℕ) :
    ‖eulerSlice H e u‖ * ‖(eulerSlice H e ^ n) u‖ ≤ ‖(eulerSlice H e ^ (n + 1)) u‖ := by
  have hs : ∀ k : ℕ, (eulerSlice H e ^ (k + 1)) u
      = eulerSlice H e ((eulerSlice H e ^ k) u) := fun k => by
    rw [pow_succ', Module.End.mul_apply]
  -- the wave never dies out
  have hpos : ∀ k : ℕ, 0 < ‖(eulerSlice H e ^ k) u‖ := by
    intro k
    induction k with
    | zero => simp [hu]
    | succ k ih =>
      have h := slice_intensity hH e ((eulerSlice H e ^ k) u)
      rw [hs]
      refine lt_of_le_of_ne (norm_nonneg _) ?_
      intro h0
      rw [← h0] at h
      nlinarith [pow_pos ih 2, mul_nonneg (sq_nonneg e)
        (sq_nonneg ‖H ((eulerSlice H e ^ k) u)‖)]
  induction n with
  | zero => simp [hu]
  | succ n ih =>
    have hc := slice_log_convex hH e ((eulerSlice H e ^ n) u)
    rw [← hs, ← hs] at hc
    refine le_of_mul_le_mul_left ?_ (hpos n)
    nlinarith [mul_le_mul_of_nonneg_right ih (hpos (n + 1)).le]
```

A second induction multiplies the gains, giving aₙ² ≥ (a₁²)ⁿ, where a₁² = 1 + e²‖Hu‖² by the balance.

```lean
/-- Spurious intensity of explicit beam propagation: for symmetric `H` and a unit incident
wave `u`, the intensity after `n` slices is at least `(1 + e² ‖Hu‖²)^n`. -/
theorem intensity_lower_bound {H : E →ₗ[ℂ] E} (hH : H.IsSymmetric) (e : ℝ) {u : E}
    (hu : ‖u‖ = 1) (n : ℕ) :
    (1 + e ^ 2 * ‖H u‖ ^ 2) ^ n ≤ ‖(eulerSlice H e ^ n) u‖ ^ 2 := by
  have h1 : 1 + e ^ 2 * ‖H u‖ ^ 2 = ‖eulerSlice H e u‖ ^ 2 := by
    rw [slice_intensity hH, hu, one_pow]
  rw [h1]
  induction n with
  | zero => simp [hu]
  | succ n ih =>
    calc (‖eulerSlice H e u‖ ^ 2) ^ (n + 1)
        = ‖eulerSlice H e u‖ ^ 2 * (‖eulerSlice H e u‖ ^ 2) ^ n := pow_succ' _ _
      _ ≤ ‖eulerSlice H e u‖ ^ 2 * ‖(eulerSlice H e ^ n) u‖ ^ 2 :=
        mul_le_mul_of_nonneg_left ih (sq_nonneg _)
      _ = (‖eulerSlice H e u‖ * ‖(eulerSlice H e ^ n) u‖) ^ 2 := (mul_pow _ _ _).symm
      _ ≤ ‖(eulerSlice H e ^ (n + 1)) u‖ ^ 2 :=
        pow_le_pow_left₀ (by positivity) (gain_ge_first hH e hu n) 2
```

For ‖u‖ = 1/2 the bound as written fails already at n = 0, where it would read 1 ≤ 1/4.

## H²u = μu: when the bound is exact

This holds, for example, when u is an eigenvector of H, or a sum of two eigenvectors with opposite eigenvalues. Since A commutes with H², every Aᵏu satisfies the same eigenvalue equation (`heig`). For such ψ,

‖Hψ‖² = ⟨ψ, H²ψ⟩ = μ‖ψ‖²,

which `key` states with the real part of μ. Each slice therefore has the same gain.

```lean
/-- The bound is sharp: for symmetric `H` it is an equality for every number of slices when
the unit wave `u` is an eigenvector of `H²`. -/
theorem intensity_eq_of_sq_eigenvector {H : E →ₗ[ℂ] E} (hH : H.IsSymmetric) (e : ℝ) {u : E}
    (hu : ‖u‖ = 1) {μ : ℂ} (hμ : H (H u) = μ • u) (n : ℕ) :
    ‖(eulerSlice H e ^ n) u‖ ^ 2 = (1 + e ^ 2 * ‖H u‖ ^ 2) ^ n := by
  have key : ∀ ψ : E, H (H ψ) = μ • ψ → ‖H ψ‖ ^ 2 = μ.re * ‖ψ‖ ^ 2 := by
    intro ψ hψ
    have h := hH ψ (H ψ)
    rw [hψ, inner_smul_right, inner_self_eq_norm_sq_to_K, inner_self_eq_norm_sq_to_K] at h
    have h' : ((‖H ψ‖ ^ 2 : ℝ) : ℂ) = μ * ((‖ψ‖ ^ 2 : ℝ) : ℂ) := by
      push_cast
      exact h
    have hr := congrArg Complex.re h'
    rwa [Complex.re_mul_ofReal, Complex.ofReal_re] at hr
  -- the wave stays in the same eigenspace of `H²`
  have heig : ∀ k : ℕ, H (H ((eulerSlice H e ^ k) u)) = μ • (eulerSlice H e ^ k) u := by
    intro k
    induction k with
    | zero => simpa using hμ
    | succ k ih =>
      rw [pow_succ', Module.End.mul_apply]
      simp only [eulerSlice_apply, map_add, map_smul, ih]
      module
  induction n with
  | zero => simp [hu]
  | succ n ih =>
    have hs : (eulerSlice H e ^ (n + 1)) u = eulerSlice H e ((eulerSlice H e ^ n) u) := by
      rw [pow_succ', Module.End.mul_apply]
    rw [hs, slice_intensity hH, key _ (heig n), ih, key u hμ, hu]
    ring
```

Without the condition, growth can be faster: for H = diag(0, 1), u = (1, 1)/√2 and e ≠ 0, the inequality is strict at n = 2.

## e ≠ 0 and Hu ≠ 0: a slice that acts on the wave

If either is zero, Au = u and the intensity stays at one. If neither is, the base of the bound exceeds one, so the intensity is greater than one after any n ≥ 1 slices. At n = 0 nothing has happened yet, hence `hn`.

```lean
/-- For symmetric `H`, a unit wave `u` keeps its intensity after `n ≥ 1` slices exactly when
`e = 0` or `Hu = 0`. -/
theorem intensity_conserved_iff {H : E →ₗ[ℂ] E} (hH : H.IsSymmetric) (e : ℝ) {u : E}
    (hu : ‖u‖ = 1) {n : ℕ} (hn : n ≠ 0) :
    ‖(eulerSlice H e ^ n) u‖ ^ 2 = 1 ↔ e = 0 ∨ H u = 0 := by
  constructor
  · intro h
    by_contra hne
    obtain ⟨he, hHu⟩ := not_or.mp hne
    have hp : 0 < e ^ 2 * ‖H u‖ ^ 2 := by positivity
    have h1 : 1 < (1 + e ^ 2 * ‖H u‖ ^ 2) ^ n := one_lt_pow₀ (by linarith) hn
    linarith [intensity_lower_bound hH e hu n]
  · intro h
    have hfix : eulerSlice H e u = u := by
      rcases h with h | h <;> simp [eulerSlice_apply, h]
    have hall : ∀ k : ℕ, (eulerSlice H e ^ k) u = u := by
      intro k
      induction k with
      | zero => simp
      | succ k ih => rw [pow_succ', Module.End.mul_apply, ih, hfix]
    rw [hall, hu, one_pow]
```

At fixed e, the intensity then diverges by comparison with a geometric sequence.

```lean
/-- For symmetric `H`, nonzero `e` and a unit wave `u` with `Hu ≠ 0`, the intensity
diverges as the number of slices grows. -/
theorem intensity_diverges {H : E →ₗ[ℂ] E} (hH : H.IsSymmetric) {e : ℝ} (he : e ≠ 0) {u : E}
    (hu : ‖u‖ = 1) (hHu : H u ≠ 0) :
    Tendsto (fun n : ℕ => ‖(eulerSlice H e ^ n) u‖ ^ 2) atTop atTop := by
  have hp : 0 < e ^ 2 * ‖H u‖ ^ 2 := by positivity
  exact tendsto_atTop_mono (intensity_lower_bound hH e hu)
    (tendsto_pow_atTop_atTop_of_one_lt (by linarith))
```

Here total thickness grows with n. At fixed thickness t, e = t/n and the lower bound tends to one.

## H a Hermitian matrix: the wave on a finite grid

`IsHermitian` supplies the symmetry, and `WithLp.toLp 2` gives coordinate vectors their Euclidean norm. The induction `hpow` identifies matrix powers with repeated slices, so the operator bound applies.

```lean
/-- Matrix form: for a Hermitian matrix `H` and a unit vector `u`, the squared norm of
`(1 + i e H)^n u` is at least `(1 + e² ‖Hu‖²)^n`. -/
theorem matrix_intensity_lower_bound {m : Type*} [Fintype m] [DecidableEq m]
    {H : Matrix m m ℂ} (hH : H.IsHermitian) (e : ℝ) {u : EuclideanSpace ℂ m}
    (hu : ‖u‖ = 1) (n : ℕ) :
    (1 + e ^ 2 * ‖WithLp.toLp 2 (H *ᵥ u.ofLp)‖ ^ 2) ^ n
      ≤ ‖WithLp.toLp 2 (((1 + (Complex.I * (e : ℂ)) • H) ^ n) *ᵥ u.ofLp)‖ ^ 2 := by
  -- matrix powers act as repeated slices
  have hpow : ∀ k : ℕ, (eulerSlice (Matrix.toEuclideanLin H) e ^ k) u
      = WithLp.toLp 2 (((1 + (Complex.I * (e : ℂ)) • H) ^ k) *ᵥ u.ofLp) := by
    intro k
    induction k with
    | zero => simp
    | succ k ih =>
      rw [pow_succ', Module.End.mul_apply, ih, pow_succ', ← Matrix.mulVec_mulVec,
        Matrix.add_mulVec, Matrix.one_mulVec, Matrix.smul_mulVec]
      rfl
  have h := intensity_lower_bound (isSymmetric_toEuclideanLin_iff.mpr hH) e hu n
  rw [hpow] at h
  exact h

end

end ExplicitBeamPropagation
```

```lean
#print axioms ExplicitBeamPropagation.intensity_lower_bound
#print axioms ExplicitBeamPropagation.intensity_conserved_iff
#print axioms ExplicitBeamPropagation.intensity_diverges
#print axioms ExplicitBeamPropagation.matrix_intensity_lower_bound
```

```
'ExplicitBeamPropagation.intensity_lower_bound' depends on axioms: [propext, Classical.choice, Quot.sound]
'ExplicitBeamPropagation.intensity_conserved_iff' depends on axioms: [propext, Classical.choice, Quot.sound]
'ExplicitBeamPropagation.intensity_diverges' depends on axioms: [propext, Classical.choice, Quot.sound]
'ExplicitBeamPropagation.matrix_intensity_lower_bound' depends on axioms: [propext, Classical.choice, Quot.sound]
```
